# Imaginary-axis slope and linear extrapolation error of a finite real-pole self-energy

Take a self-energy with one real pole $p \neq 0$ and a real residue $r \ge 0$, $\Sigma(z) = r/(z-p)$, at complex frequency $z$. On the imaginary axis $z = i\omega$,
$$\Sigma(i\omega) = -\frac{r\,(p + i\omega)}{p^2+\omega^2},$$
so $\operatorname{Im}\Sigma(i\omega)$ has slope $-r/p^2$ at $\omega = 0$. On the real axis $z = x$, the derivative $-r/(x-p)^2$ has the same value at $x=0$. The straight line built from the value and this slope is $L(x) = -r/p - rx/p^2$, and
$$\Sigma(x) - L(x) = r\,\frac{p^2 + p(x-p) + x(x-p)}{p^2(x-p)} = \frac{r x^2}{p^2(x-p)}.$$
For $r=1$ and $p=2$ the slope is $-1/4$, and the error is $-1/4$ at $x=1$ and $-1/12$ at $x=-1$.

## Slope, weight and error for many poles

Let $\Sigma(z) = \sum_k r_k/(z-p_k)$ be a finite sum with real $r_k \ge 0$ and real $|p_k| \ge d > 0$. Energies are measured from the chemical potential, and $d$ stands for a gap: the self-energy has no pole in $(-d, d)$. The condition $r_k \ge 0$ says that its spectral weight is non-negative, as for a diagonal element of a causal self-energy. Define
$$s = \frac{d}{d\omega}\operatorname{Im}\Sigma(i\omega)\Big|_{0},\qquad Z(0) = \frac{1}{1 - \frac{d}{dx}\operatorname{Re}\Sigma(x)\big|_{0}},\qquad L(z) = \Sigma(0) + zs.$$
Then $s = \Sigma'(0) = -\sum_k r_k/p_k^2$,
$$Z(0) = \frac{1}{1-s} = \frac{1}{1+\sum_k r_k/p_k^2} \ge \frac{1}{1+\sum_k r_k/d^2},$$
and for real $|x|<d$
$$\Sigma(x) - L(x) = \sum_k \frac{r_k x^2}{p_k^2(x-p_k)},\qquad |\Sigma(x)-L(x)| \le \frac{x^2\sum_k r_k}{d^2(d-|x|)}.$$
In the one-pole example $Z(0) = 4/5$, and with $d=2$ the bound at $|x|=1$ is $1/4$: attained at $x=1$, three times the error at $x=-1$.

## Use in imaginary-axis GW codes

A GW code that evaluates the correlation self-energy at imaginary frequencies can take $Z(0)$ from the slope $s$ without continuing to the real axis, provided the self-energy is a finite sum of real poles away from zero, as a diagonal $G_0W_0$ element of a gapped molecule in a finite basis is. If $e$ collects the static terms, replacing $\Sigma$ by $L$ in the quasiparticle equation $x = e + \Sigma(x)$ gives $x = Z(0)\,(e + \Sigma(0))$. For $|x|<d$ the bound limits the error made in $\Sigma$ by this replacement, and besides $x$ it needs only two numbers, $d$ and the total weight $\sum_k r_k$, which is the coefficient of $1/z$ in the high-frequency tail. A pole model with known $r_k$, $p_k$ also supplies exact reference values for a continuation routine.

## From Cauchy–Riemann to the bound

If $f$ is complex differentiable at $0$, then $f(i\omega) = f(0) + i\omega f'(0) + o(\omega)$, and the imaginary part is $\operatorname{Im} f(0) + \omega \operatorname{Re} f'(0) + o(\omega)$. In the same way $\operatorname{Re} f(x) = \operatorname{Re} f(0) + x\operatorname{Re} f'(0) + o(x)$. Both slopes equal $\operatorname{Re} f'(0)$.

With all $p_k \ne 0$, each term has derivative $-r_k/(0-p_k)^2$ at zero, so $\Sigma'(0) = -\sum_k r_k/p_k^2$. This is real, hence it is $s$ and also the slope in $Z(0)$. From $p_k^2 \ge d^2$ and $r_k \ge 0$ follows $0 \le \sum_k r_k/p_k^2 \le \sum_k r_k/d^2$, and taking reciprocals of the positive numbers $1 + \dots$ gives the lower bound on $Z(0)$.

For any complex $z$ off the poles, $\Sigma(z) - L(z) = \sum_k \big[r_k/(z-p_k) + r_k/p_k + r_k z/p_k^2\big]$, and the one-pole algebra turns term $k$ into $r_k z^2/(p_k^2(z-p_k))$. For $|z|<d$ the reverse triangle inequality gives $|z-p_k| \ge |p_k| - |z| \ge d - |z| > 0$, so $z$ is off the poles and term $k$ has modulus at most $r_k|z|^2/(d^2(d-|z|))$. Summing gives the bound in the whole complex disc, and on the real axis in particular. If every pole sits at $+d$ and $0 \le x < d$, the sum is $-x^2\sum_k r_k/(d^2(d-x))$, whose modulus is the bound.

```lean
import Mathlib

open Complex Finset

namespace ImaginaryAxisExtrapolation

noncomputable section

variable {ι : Type*} [Fintype ι]

/-- Multipole self-energy `Σ(z) = ∑ r_k / (z - p_k)` with real residues and real poles. -/
def selfEnergy (r p : ι → ℝ) (z : ℂ) : ℂ := ∑ k, (r k : ℂ) / (z - (p k : ℂ))

/-- Slope of `ω ↦ Im Σ(iω)` at `ω = 0`. -/
def matsubaraSlope (r p : ι → ℝ) : ℝ :=
  deriv (fun w : ℝ => (selfEnergy r p (I * (w : ℂ))).im) 0

/-- Quasiparticle weight `Z(0) = 1 / (1 - d Re Σ(x)/dx)` at `x = 0` on the real axis. -/
def qpWeight (r p : ι → ℝ) : ℝ :=
  1 / (1 - deriv (fun x : ℝ => (selfEnergy r p (x : ℂ)).re) 0)

/-- Linear extrapolation `Σ(0) + z s`, with `s` the slope of `Im Σ(iω)` at `ω = 0`. -/
def linearExtrap (r p : ι → ℝ) (z : ℂ) : ℂ :=
  selfEnergy r p 0 + z * (matsubaraSlope r p : ℂ)

/-- If `f` has complex derivative `f'` at zero, then `Im f(iω)` has slope `Re f'` at `ω = 0`. -/
theorem im_slope_of_hasDerivAt {f : ℂ → ℂ} {f' : ℂ} (hf : HasDerivAt f f' 0) :
    HasDerivAt (fun w : ℝ => (f (I * (w : ℂ))).im) f'.re 0 := by
  have hi : HasDerivAt (fun z : ℂ => I * z) I ((0 : ℝ) : ℂ) :=
    ((hasDerivAt_id' ((0 : ℝ) : ℂ)).const_mul I).congr_deriv (mul_one _)
  have h0 : HasDerivAt f f' (I * ((0 : ℝ) : ℂ)) := by
    rw [ofReal_zero, mul_zero]; exact hf
  have hc : HasDerivAt (f ∘ fun z : ℂ => I * z) (f' * I) ((0 : ℝ) : ℂ) :=
    HasDerivAt.comp _ h0 hi
  -- Im a = Re (-i a)
  have hm := (hc.const_mul (-I)).real_of_complex
  have e : (fun w : ℝ => (f (I * (w : ℂ))).im)
      = fun x : ℝ => (-I * (f ∘ fun z : ℂ => I * z) (x : ℂ)).re := by
    funext x
    simp
  rw [e]
  exact hm.congr_deriv (by simp)

/-- With no pole at zero, `Σ'(0) = -∑ r_k / p_k²`. -/
theorem selfEnergy_hasDerivAt (r p : ι → ℝ) (hp : ∀ k, p k ≠ 0) :
    HasDerivAt (selfEnergy r p) ((-∑ k, r k / p k ^ 2 : ℝ) : ℂ) 0 := by
  have h : ∀ k ∈ (univ : Finset ι),
      HasDerivAt (fun z : ℂ => (r k : ℂ) / (z - (p k : ℂ)))
        (-((r k : ℂ) / (p k : ℂ) ^ 2)) 0 := by
    intro k _
    have h1 : HasDerivAt (fun z : ℂ => z - (p k : ℂ)) 1 0 :=
      (hasDerivAt_id' (0 : ℂ)).sub_const _
    have hne : (0 : ℂ) - (p k : ℂ) ≠ 0 := by simpa using hp k
    exact ((hasDerivAt_const (0 : ℂ) (r k : ℂ)).fun_div h1 hne).congr_deriv (by ring)
  have h2 := HasDerivAt.fun_sum h
  have e : ∑ k, -((r k : ℂ) / (p k : ℂ) ^ 2) = ((-∑ k, r k / p k ^ 2 : ℝ) : ℂ) := by
    simp [Finset.sum_neg_distrib]
  exact h2.congr_deriv e

/-- With no pole at zero, `Im Σ(iω)` at `ω = 0` and `Re Σ(x)` at `x = 0` both have slope
`-∑ r_k / p_k²`. -/
theorem axis_slopes (r p : ι → ℝ) (hp : ∀ k, p k ≠ 0) :
    HasDerivAt (fun w : ℝ => (selfEnergy r p (I * (w : ℂ))).im) (-∑ k, r k / p k ^ 2) 0 ∧
    HasDerivAt (fun x : ℝ => (selfEnergy r p (x : ℂ)).re) (-∑ k, r k / p k ^ 2) 0 := by
  have h := selfEnergy_hasDerivAt r p hp
  refine ⟨(im_slope_of_hasDerivAt h).congr_deriv (ofReal_re _), ?_⟩
  have h0 : HasDerivAt (selfEnergy r p) ((-∑ k, r k / p k ^ 2 : ℝ) : ℂ) ((0 : ℝ) : ℂ) := by
    rw [ofReal_zero]; exact h
  exact h0.real_of_complex.congr_deriv (ofReal_re _)

/-- For `r_k ≥ 0` and `|p_k| ≥ d > 0`, the weight `Z(0)` equals `1/(1 - s)` with `s` the
imaginary-axis slope, equals `1/(1 + ∑ r_k/p_k²)`, and is at least `1/(1 + ∑ r_k/d²)`. -/
theorem qpWeight_from_imaginary_axis (r p : ι → ℝ) (d : ℝ) (hr : ∀ k, 0 ≤ r k)
    (hd : 0 < d) (hp : ∀ k, d ≤ |p k|) :
    qpWeight r p = 1 / (1 - matsubaraSlope r p) ∧
    qpWeight r p = 1 / (1 + ∑ k, r k / p k ^ 2) ∧
    1 / (1 + (∑ k, r k) / d ^ 2) ≤ qpWeight r p := by
  have hp0 : ∀ k, p k ≠ 0 := fun k => abs_pos.mp (hd.trans_le (hp k))
  obtain ⟨h1, h2⟩ := axis_slopes r p hp0
  have hZ : qpWeight r p = 1 / (1 + ∑ k, r k / p k ^ 2) := by
    rw [qpWeight, h2.deriv, sub_neg_eq_add]
  refine ⟨by rw [qpWeight, matsubaraSlope, h1.deriv, h2.deriv], hZ, ?_⟩
  have hpos : 0 ≤ ∑ k, r k / p k ^ 2 :=
    Finset.sum_nonneg fun k _ => div_nonneg (hr k) (sq_nonneg _)
  have hle : ∑ k, r k / p k ^ 2 ≤ (∑ k, r k) / d ^ 2 := by
    rw [Finset.sum_div]
    refine Finset.sum_le_sum fun k _ => ?_
    refine div_le_div_of_nonneg_left (hr k) (pow_pos hd 2) ?_
    rw [← sq_abs (p k)]
    exact pow_le_pow_left₀ hd.le (hp k) 2
  rw [hZ]
  exact one_div_le_one_div_of_le (by linarith) (by linarith)

/-- With no pole at zero or at `z`, the error of the linear extrapolation is
`∑ r_k z² / (p_k² (z - p_k))`. -/
theorem extrap_error_eq (r p : ι → ℝ) (hp : ∀ k, p k ≠ 0) (z : ℂ)
    (hz : ∀ k, z ≠ (p k : ℂ)) :
    selfEnergy r p z - linearExtrap r p z
      = ∑ k, (r k : ℂ) * z ^ 2 / ((p k : ℂ) ^ 2 * (z - (p k : ℂ))) := by
  rw [linearExtrap, matsubaraSlope, (axis_slopes r p hp).1.deriv]
  unfold selfEnergy
  push_cast
  rw [mul_neg, Finset.mul_sum, ← Finset.sum_neg_distrib, ← Finset.sum_add_distrib,
    ← Finset.sum_sub_distrib]
  refine Finset.sum_congr rfl fun k _ => ?_
  have h1 : (p k : ℂ) ≠ 0 := by exact_mod_cast hp k
  have h2 : z - (p k : ℂ) ≠ 0 := sub_ne_zero.mpr (hz k)
  -- partial fractions for one pole
  try simp only [zero_sub, div_neg]
  field_simp
  ring

/-- For `r_k ≥ 0`, `|p_k| ≥ d` and complex `|z| < d`, the error of the linear extrapolation
is at most `|z|² ∑ r_k / (d² (d - |z|))` in modulus. -/
theorem extrap_error_norm_le (r p : ι → ℝ) (d : ℝ) (hr : ∀ k, 0 ≤ r k)
    (hp : ∀ k, d ≤ |p k|) (z : ℂ) (hz : ‖z‖ < d) :
    ‖selfEnergy r p z - linearExtrap r p z‖
      ≤ ‖z‖ ^ 2 * (∑ k, r k) / (d ^ 2 * (d - ‖z‖)) := by
  have hd : 0 < d := (norm_nonneg z).trans_lt hz
  have hgap : 0 < d - ‖z‖ := sub_pos.mpr hz
  have hp0 : ∀ k, p k ≠ 0 := fun k => abs_pos.mp (hd.trans_le (hp k))
  -- distance from z to each pole
  have hzp : ∀ k, d - ‖z‖ ≤ ‖z - (p k : ℂ)‖ := by
    intro k
    have h := norm_sub_norm_le (p k : ℂ) z
    rw [norm_sub_rev, Complex.norm_real, Real.norm_eq_abs] at h
    linarith [hp k]
  have hne : ∀ k, z ≠ (p k : ℂ) := fun k =>
    sub_ne_zero.mp (norm_pos_iff.mp (hgap.trans_le (hzp k)))
  rw [extrap_error_eq r p hp0 z hne, Finset.mul_sum, Finset.sum_div]
  refine (norm_sum_le _ _).trans (Finset.sum_le_sum fun k _ => ?_)
  simp only [norm_div, norm_mul, norm_pow, Complex.norm_real, Real.norm_eq_abs]
  rw [abs_of_nonneg (hr k), mul_comm (r k)]
  refine div_le_div_of_nonneg_left (mul_nonneg (sq_nonneg _) (hr k))
    (mul_pos (pow_pos hd 2) hgap) ?_
  exact mul_le_mul (pow_le_pow_left₀ hd.le (hp k) 2) (hzp k) hgap.le (sq_nonneg _)

/-- For `r_k ≥ 0`, `|p_k| ≥ d` and real `|x| < d`: the slope of `Im Σ(iω)` at zero is
`Σ'(0) = -∑ r_k/p_k²`, and the extrapolation error at `x` is `∑ r_k x²/(p_k² (x - p_k))`,
at most `x² ∑ r_k / (d² (d - |x|))` in modulus. -/
theorem real_axis_extrapolation (r p : ι → ℝ) (d : ℝ) (hr : ∀ k, 0 ≤ r k)
    (hp : ∀ k, d ≤ |p k|) (x : ℝ) (hx : |x| < d) :
    HasDerivAt (selfEnergy r p) (matsubaraSlope r p : ℂ) 0 ∧
    matsubaraSlope r p = -∑ k, r k / p k ^ 2 ∧
    selfEnergy r p x - linearExtrap r p x
      = ((∑ k, r k * x ^ 2 / (p k ^ 2 * (x - p k)) : ℝ) : ℂ) ∧
    |∑ k, r k * x ^ 2 / (p k ^ 2 * (x - p k))|
      ≤ x ^ 2 * (∑ k, r k) / (d ^ 2 * (d - |x|)) := by
  have hd : 0 < d := (abs_nonneg x).trans_lt hx
  have hp0 : ∀ k, p k ≠ 0 := fun k => abs_pos.mp (hd.trans_le (hp k))
  have hs : matsubaraSlope r p = -∑ k, r k / p k ^ 2 := (axis_slopes r p hp0).1.deriv
  have hne : ∀ k, (x : ℂ) ≠ (p k : ℂ) := by
    intro k h
    have h' : x = p k := by exact_mod_cast h
    have hk := hp k
    rw [← h'] at hk
    linarith
  have hE : selfEnergy r p x - linearExtrap r p x
      = ((∑ k, r k * x ^ 2 / (p k ^ 2 * (x - p k)) : ℝ) : ℂ) := by
    rw [extrap_error_eq r p hp0 x hne]
    push_cast
    rfl
  refine ⟨by rw [hs]; exact selfEnergy_hasDerivAt r p hp0, hs, hE, ?_⟩
  have hb := extrap_error_norm_le r p d hr hp (x : ℂ)
    (by rw [Complex.norm_real, Real.norm_eq_abs]; exact hx)
  rw [hE] at hb
  simpa only [Complex.norm_real, Real.norm_eq_abs, sq_abs] using hb

/-- With all poles at `+d`, `r_k ≥ 0` and `0 ≤ x < d`, the modulus of the extrapolation error
equals `x² ∑ r_k / (d² (d - |x|))`. -/
theorem extrap_bound_sharp (r : ι → ℝ) (d x : ℝ) (hr : ∀ k, 0 ≤ r k) (hx0 : 0 ≤ x)
    (hx : x < d) :
    ‖selfEnergy r (fun _ => d) x - linearExtrap r (fun _ => d) x‖
      = x ^ 2 * (∑ k, r k) / (d ^ 2 * (d - |x|)) := by
  have hax : |x| = x := abs_of_nonneg hx0
  have h : selfEnergy r (fun _ => d) x - linearExtrap r (fun _ => d) x
      = ((∑ k, r k * x ^ 2 / (d ^ 2 * (x - d)) : ℝ) : ℂ) :=
    (real_axis_extrapolation r (fun _ => d) d hr (fun _ => le_abs_self d) x
      (by rw [hax]; exact hx)).2.2.1
  have e : ∑ k, r k * x ^ 2 / (d ^ 2 * (x - d))
      = -(x ^ 2 * (∑ k, r k) / (d ^ 2 * (d - x))) := by
    rw [← Finset.sum_div, ← Finset.sum_mul,
      show d ^ 2 * (x - d) = -(d ^ 2 * (d - x)) by ring, div_neg, mul_comm (∑ k, r k)]
  rw [h, Complex.norm_real, Real.norm_eq_abs, e, abs_neg, hax]
  exact abs_of_nonneg (div_nonneg
    (mul_nonneg (sq_nonneg _) (Finset.sum_nonneg fun k _ => hr k))
    (mul_nonneg (sq_nonneg _) (sub_pos.mpr hx).le))

end

end ImaginaryAxisExtrapolation
```

```lean
#print axioms ImaginaryAxisExtrapolation.qpWeight_from_imaginary_axis
-- 'ImaginaryAxisExtrapolation.qpWeight_from_imaginary_axis' depends on axioms: [propext, Classical.choice, Quot.sound]
#print axioms ImaginaryAxisExtrapolation.real_axis_extrapolation
-- 'ImaginaryAxisExtrapolation.real_axis_extrapolation' depends on axioms: [propext, Classical.choice, Quot.sound]
#print axioms ImaginaryAxisExtrapolation.extrap_bound_sharp
-- 'ImaginaryAxisExtrapolation.extrap_bound_sharp' depends on axioms: [propext, Classical.choice, Quot.sound]
```

## The definitions and theorems in words

The index $k$ runs over a finite type `ι`, and `r p : ι → ℝ` are the residues and poles; an empty `ι` is allowed and gives $\Sigma = 0$, $Z(0)=1$. `selfEnergy` is one rational function on `ℂ`, evaluated on both axes, with no infinitesimal shift of the poles. `matsubaraSlope` is $s$, with `w` for $\omega$, and `qpWeight` is $Z(0)$, defined from the real axis only, so that its equality with $1/(1-s)$ is a theorem. `linearExtrap` is $L$ and uses only $\Sigma(0)$ and $s$. Lean's `deriv` returns zero where no derivative exists, but every theorem about these slopes has hypotheses that keep the poles away from zero, where `axis_slopes` supplies true derivatives as `HasDerivAt`.

`qpWeight_from_imaginary_axis` states the two formulas for $Z(0)$ and its lower bound under `hr`, `hd` and `hp`. `real_axis_extrapolation` states four things for real `|x| < d`: the complex derivative of $\Sigma$ at zero is $s$, the value of $s$, the error as a real sum, and the bound on that sum. It has no hypothesis $d>0$, since $|x|<d$ implies it. `extrap_error_eq` holds for residues of either sign and any complex `z` off the poles.

## How the lemmas follow the algebra

`im_slope_of_hasDerivAt` composes $f$ with $z \mapsto iz$ by `HasDerivAt.comp`, which gives the derivative `f' * I`, multiplies by `-I` so that the imaginary part becomes a real part, and restricts to real arguments with `real_of_complex`. `selfEnergy_hasDerivAt` applies the quotient rule `fun_div` to each term and adds the terms with `HasDerivAt.fun_sum`. `axis_slopes` applies both restrictions to this real derivative. In the weight theorem `hle` is the termwise comparison with $d^2$, and `one_div_le_one_div_of_le` takes reciprocals.

`extrap_error_eq` merges the three sums into one and closes each term with `field_simp` and `ring`, the common-denominator step. In `extrap_error_norm_le`, `hzp` is the reverse triangle inequality from `norm_sub_norm_le`, `norm_sum_le` passes to single terms, and `mul_le_mul` bounds the denominator from below. The real-axis theorem inserts real `x` into these results. `extrap_bound_sharp` sets `p` to `fun _ => d`, factors the sum in `e`, and removes the sign.

## Exact slope, real poles, expansion point zero

The pole form, the signs of the residues and the gap are assumed, not derived from the GW equations. Metals, continuous spectra, complex poles from a fit and a frequency-independent term lie beyond the model, and the bounds do not apply to off-diagonal elements whose residues change sign. The slope $s$ is an exact derivative in a continuous $\omega$; estimating it from a frequency grid, or from fermionic Matsubara points, which do not include zero, adds an error that is not treated, and neither is noise or rounding. $Z(0)$ is the weight at the expansion point $0$, not at the quasiparticle energy, and the bound concerns $\Sigma - L$, not the root of the quasiparticle equation. For $\sum_k r_k > 0$ the bound diverges as $|x| \to d$, although the error itself can stay finite there, as it does for a single pole at $+d$ and $x \to -d$.

Attainment is proved for all poles at $+d$ and $0 \le x < d$. Inside the gap term $k$ has the sign of $-p_k$ or vanishes, so poles on both sides of zero partly cancel and the actual error can be much smaller; this observation and the comments on $G_0W_0$, the linearised equation and the tail are informal and are not among the theorems in the file.
